# The MP2 energy from the frequency integral of the second-order self-energy

To test the imaginary-frequency grid of a second-order Green's function code at zero temperature, one can multiply the second-order part of the self-energy, built from the free propagator, by that propagator, integrate over $dw/(2\pi)$, sum over spin orbitals, and compare with four times the MP2 energy from the same integrals and orbital energies. The parts below derive the exact relation for finitely many spin orbitals with a gap around zero energy; they give no bound on the quadrature error.

```lean
import Mathlib

open MeasureTheory Filter Topology
open Complex (I)
open scoped Real

namespace SecondOrderLuttingerWard

noncomputable section
```

For real $x$ and $w$, write $P_x(w)=1/(iw-x)$, which is `pole x w`. At an orbital energy, $P_{e_p}$ is the free propagator $G^0_p$.

```lean
/-- The function `1 / (iw - x)` on the imaginary frequency axis, with a pole at the real energy `x`;
for an orbital energy `x` it is the free propagator. -/
def pole (x w : ℝ) : ℂ := 1 / (I * (w : ℂ) - (x : ℂ))
```

`HasFreqIntegral f v` says that $f$ is absolutely integrable and that $\int\frac{dw}{2\pi}f(w)=v$, with $v$ real.

```lean
/-- The integral of `f` over `dw / (2π)` converges absolutely and has the real value `v`. -/
def HasFreqIntegral (f : ℝ → ℂ) (v : ℝ) : Prop :=
  Integrable f ∧ (2 * (π : ℂ))⁻¹ * ∫ w : ℝ, f w = (v : ℂ)
```

### (a) The area under a Lorentzian

For real $x\neq0$, show that the Lorentzian is integrable and
$$\int_{-\infty}^{\infty}\frac{dw}{w^2+x^2}=\frac{\pi}{|x|}.$$

Put $w=xt$. The integral becomes $\frac{|x|}{x^2}\int\frac{dt}{1+t^2}=\frac{\pi}{|x|}$. In Lean, `h` factors out $x^{-2}$ and `h2` performs the substitution.

```lean
/-- A Lorentzian of nonzero width `x` is integrable, with integral `π / |x|`. -/
theorem lorentzian {x : ℝ} (hx : x ≠ 0) :
    Integrable (fun w : ℝ => (w ^ 2 + x ^ 2)⁻¹) ∧ ∫ w : ℝ, (w ^ 2 + x ^ 2)⁻¹ = π / |x| := by
  have h : (fun w : ℝ => (w ^ 2 + x ^ 2)⁻¹) = fun w => (x ^ 2)⁻¹ * (1 + (w / x) ^ 2)⁻¹ := by
    funext w
    rw [← mul_inv]
    congr 1
    field_simp
    ring
  have h2 := Measure.integral_comp_div (fun t : ℝ => (1 + t ^ 2)⁻¹) x
  simp only [integral_univ_inv_one_add_sq, smul_eq_mul] at h2
  rw [h]
  refine ⟨(integrable_inv_one_add_sq.comp_div hx).const_mul _, ?_⟩
  rw [integral_const_mul, h2, ← sq_abs x]
  have := abs_ne_zero.mpr hx
  field_simp
```

### (b) Two poles on the imaginary axis

Show that the product of two poles is integrable in both cases below and
$$\int\frac{dw}{2\pi}P_xP_y=\begin{cases}0,&xy>0,\\[2pt]\dfrac1{x-y},&x<0<y.\end{cases}$$

Since $|P_x|^2=1/(w^2+x^2)$, the bound $|P_xP_y|\le|P_x|^2+|P_y|^2$ and (a) give convergence (`hint`).

For $x\neq y$, partial fractions (`hpf`) give $P_xP_y=(P_x-P_y)/(x-y)$. A single pole is not absolutely integrable, so add the values at $w$ and $-w$ first, using (`hpair`)
$$P_x(w)+P_x(-w)=\frac{-2x}{w^2+x^2}.$$
With (a), this yields (`key`)
$$2\int P_xP_y\,dw=-\frac{2}{x-y}\left(\frac{\pi x}{|x|}-\frac{\pi y}{|y|}\right).$$
Equal signs cancel. For $x<0<y$ the bracket is $-2\pi$, so the integral is $2\pi/(x-y)$.

For $x=y$, the integrand has the antiderivative $i/(iw-x)$ (`hder`), which vanishes at both ends (`lim`).

```lean
/-- The frequency integral of two poles vanishes if they lie on the same side of zero, and is
`1 / (x - y)` if `x < 0 < y`. -/
theorem two_pole_integral (x y : ℝ) :
    (0 < x * y → HasFreqIntegral (fun w => pole x w * pole y w) 0) ∧
    (x < 0 → 0 < y → HasFreqIntegral (fun w => pole x w * pole y w) (1 / (x - y))) := by
  have ne : ∀ z : ℝ, z ≠ 0 → ∀ w : ℝ, I * (w : ℂ) - (z : ℂ) ≠ 0 := by
    intro z hz w h
    have := congrArg Complex.re h
    exact hz (by simpa using this)
  -- absolute convergence, by comparison with two Lorentzians
  have hint : x ≠ 0 → y ≠ 0 → Integrable (fun w => pole x w * pole y w) := by
    intro hx hy
    have hc : ∀ z : ℝ, z ≠ 0 → Continuous (pole z) := by
      intro z hz
      show Continuous fun w : ℝ => 1 / (I * (w : ℂ) - (z : ℂ))
      exact continuous_const.div (by fun_prop) (ne z hz)
    have hn : ∀ z w : ℝ, ‖pole z w‖ ^ 2 = (w ^ 2 + z ^ 2)⁻¹ := by
      intro z w
      rw [pole, norm_div, norm_one, div_pow, one_pow, Complex.sq_norm, Complex.normSq_apply, one_div]
      congr 1
      simp only [Complex.sub_re, Complex.sub_im, Complex.mul_re, Complex.mul_im, Complex.I_re,
        Complex.I_im, Complex.ofReal_re, Complex.ofReal_im]
      ring
    refine ((lorentzian hx).1.add (lorentzian hy).1).mono'
      ((hc x hx).mul (hc y hy)).aestronglyMeasurable (ae_of_all _ fun w => ?_)
    show _ ≤ (w ^ 2 + x ^ 2)⁻¹ + (w ^ 2 + y ^ 2)⁻¹
    rw [norm_mul, ← hn x w, ← hn y w]
    nlinarith [sq_nonneg (‖pole x w‖ - ‖pole y w‖), sq_nonneg ‖pole x w‖, sq_nonneg ‖pole y w‖]
  -- distinct poles: partial fractions, symmetrized in the frequency
  have key : x ≠ 0 → y ≠ 0 → x ≠ y → 2 * ∫ w : ℝ, pole x w * pole y w =
      ((-2 / (x - y) * (x * (π / |x|) - y * (π / |y|)) : ℝ) : ℂ) := by
    intro hx hy hxy
    have hd : (x : ℂ) - y ≠ 0 := by exact_mod_cast sub_ne_zero.mpr hxy
    have hpair : ∀ z : ℝ, z ≠ 0 → ∀ w : ℝ,
        pole z w + pole z (-w) = -2 * (z : ℂ) * ((w : ℂ) ^ 2 + (z : ℂ) ^ 2)⁻¹ := by
      intro z hz w
      have h : (I * (w : ℂ) - z) * (I * ((-w : ℝ) : ℂ) - z) = (w : ℂ) ^ 2 + (z : ℂ) ^ 2 := by
        push_cast
        linear_combination (-(w : ℂ) ^ 2) * Complex.I_sq
      simp only [pole, one_div]
      rw [inv_add_inv (ne z hz w) (ne z hz (-w)), h]
      push_cast
      ring
    have hpf : ∀ w : ℝ, pole x w * pole y w = ((x : ℂ) - y)⁻¹ * (pole x w - pole y w) := by
      intro w
      have a := ne x hx w
      have b := ne y hy w
      simp only [pole]
      field_simp
      ring
    have hsym : ∀ w : ℝ, pole x w * pole y w + pole x (-w) * pole y (-w) =
        ((-2 / (x - y) * (x * (w ^ 2 + x ^ 2)⁻¹ - y * (w ^ 2 + y ^ 2)⁻¹) : ℝ) : ℂ) := by
      intro w
      rw [hpf, hpf]
      push_cast
      linear_combination ((x : ℂ) - y)⁻¹ * (hpair x hx w - hpair y hy w)
    have hneg : ∫ w : ℝ, pole x (-w) * pole y (-w) = ∫ w : ℝ, pole x w * pole y w :=
      integral_neg_eq_self (fun w : ℝ => pole x w * pole y w) volume
    have hr : ∫ w : ℝ, -2 / (x - y) * (x * (w ^ 2 + x ^ 2)⁻¹ - y * (w ^ 2 + y ^ 2)⁻¹) =
        -2 / (x - y) * (x * (π / |x|) - y * (π / |y|)) := by
      rw [integral_const_mul, integral_sub ((lorentzian hx).1.const_mul x)
        ((lorentzian hy).1.const_mul y), integral_const_mul, integral_const_mul,
        (lorentzian hx).2, (lorentzian hy).2]
    have hadd := integral_add (hint hx hy) (hint hx hy).comp_neg
    simp only [hsym] at hadd
    rw [two_mul, ← hr]
    nth_rewrite 2 [← hneg]
    exact hadd.symm.trans integral_ofReal
  have ep : ∀ t : ℝ, 0 < t → t * (π / |t|) = π := by
    intro t ht
    have := ht.ne'
    rw [abs_of_pos ht]
    field_simp
  have en : ∀ t : ℝ, t < 0 → t * (π / |t|) = -π := by
    intro t ht
    have := ht.ne
    rw [abs_of_neg ht]
    field_simp
  refine ⟨fun h => ?_, fun hx hy => ?_⟩
  · have hx : x ≠ 0 := left_ne_zero_of_mul h.ne'
    have hy : y ≠ 0 := right_ne_zero_of_mul h.ne'
    refine ⟨hint hx hy, ?_⟩
    suffices h0 : ∫ w : ℝ, pole x w * pole y w = 0 by rw [h0]; simp
    by_cases hxy : x = y
    · -- double pole: the antiderivative vanishes at both ends
      subst hxy
      have hder : ∀ w : ℝ, HasDerivAt (fun w : ℝ => I * (I * (w : ℂ) - x)⁻¹)
          (pole x w * pole x w) w := by
        intro w
        have h1 : HasDerivAt (fun w : ℝ => I * (w : ℂ) - x) I w := by
          simpa using ((hasDerivAt_id w).ofReal_comp.const_mul I).sub_const (x : ℂ)
        have h2 : HasDerivAt (fun w : ℝ => I * (I * (w : ℂ) - x)⁻¹)
            (I * (-I / (I * (w : ℂ) - x) ^ 2)) w := (h1.inv (ne x hx w)).const_mul I
        refine h2.congr_deriv ?_
        simp only [pole]
        generalize I * (w : ℂ) - (x : ℂ) = D
        linear_combination (-(D ^ 2)⁻¹) * Complex.I_sq
      have lim : ∀ l : Filter ℝ, Tendsto (fun w : ℝ => |w|) l atTop →
          Tendsto (fun w : ℝ => I * (I * (w : ℂ) - x)⁻¹) l (𝓝 0) := by
        intro l hl
        have hb : ∀ w : ℝ, |w| ≤ ‖I * (w : ℂ) - x‖ := fun w => by
          simpa using Complex.abs_im_le_norm (I * (w : ℂ) - x)
        have h1 : Tendsto (fun w : ℝ => (I * (w : ℂ) - x)⁻¹) l (𝓝 0) :=
          tendsto_inv₀_cobounded.comp
            (tendsto_norm_atTop_iff_cobounded.mp (tendsto_atTop_mono hb hl))
        simpa using h1.const_mul I
      rw [integral_of_hasDerivAt_of_tendsto hder (hint hx hy)
        (lim _ tendsto_abs_atBot_atTop) (lim _ tendsto_abs_atTop_atTop), sub_zero]
    · have k := key hx hy hxy
      rcases mul_pos_iff.mp h with ⟨a, b⟩ | ⟨a, b⟩
      · rw [ep x a, ep y b, sub_self, mul_zero, Complex.ofReal_zero] at k
        exact (mul_eq_zero.mp k).resolve_left two_ne_zero
      · rw [en x a, en y b, sub_self, mul_zero, Complex.ofReal_zero] at k
        exact (mul_eq_zero.mp k).resolve_left two_ne_zero
  · have hxy : x ≠ y := (hx.trans hy).ne
    have k := key hx.ne hy.ne' hxy
    have hd : (x : ℂ) - y ≠ 0 := by exact_mod_cast sub_ne_zero.mpr hxy
    have hpi : (π : ℂ) ≠ 0 := by exact_mod_cast Real.pi_ne_zero
    rw [en x hx, ep y hy] at k
    push_cast at k
    have k2 : ∫ w : ℝ, pole x w * pole y w = 2 * (π : ℂ) / ((x : ℂ) - y) := by
      linear_combination k / 2
    refine ⟨hint hx.ne hy.ne', ?_⟩
    rw [k2]
    push_cast
    field_simp
```

### (c) A real prefactor

If $f$ has frequency integral $v$ and $c$ is real, show that
$$\int\frac{dw}{2\pi}\,c f(w)=cv.$$

The constant moves through the integral, and integrability is preserved. The equation `hu` lets the result be written in another form.

```lean
/-- Frequency integrals scale with a real prefactor. -/
theorem HasFreqIntegral.const_mul {f : ℝ → ℂ} {v u : ℝ} (c : ℝ) (h : HasFreqIntegral f v)
    (hu : c * v = u) : HasFreqIntegral (fun w => (c : ℂ) * f w) u :=
  ⟨h.1.const_mul _, by rw [integral_const_mul, mul_left_comm, h.2, ← hu, Complex.ofReal_mul]⟩
```

### (d) Two functions

If $f$ and $g$ have frequency integrals $a$ and $b$, show that
$$\int\frac{dw}{2\pi}\,(f+g)=a+b.$$

Both integrals converge absolutely, so they may be added.

```lean
/-- Frequency integrals of two functions add. -/
theorem HasFreqIntegral.add {f g : ℝ → ℂ} {a b v : ℝ} (hf : HasFreqIntegral f a)
    (hg : HasFreqIntegral g b) (hv : a + b = v) : HasFreqIntegral (fun w => f w + g w) v :=
  ⟨hf.1.add hg.1, by
    rw [integral_add hf.1 hg.1, mul_add, hf.2, hg.2, ← hv, Complex.ofReal_add]⟩
```

### (e) A finite family

If each $f_k$ has frequency integral $v_k$, show that
$$\int\frac{dw}{2\pi}\sum_k f_k=\sum_k v_k.$$

A finite sum may be exchanged with the integral, term by term.

```lean
/-- Frequency integrals of a finite family of functions add. -/
theorem HasFreqIntegral.sum {K : Type*} [Fintype K] {f : K → ℝ → ℂ} {v : K → ℝ}
    (h : ∀ k, HasFreqIntegral (f k) (v k)) :
    HasFreqIntegral (fun w => ∑ k, f k w) (∑ k, v k) :=
  ⟨integrable_finsetSum _ fun k _ => (h k).1, by
    rw [integral_finsetSum _ fun k _ => (h k).1, Finset.mul_sum, Complex.ofReal_sum]
    exact Finset.sum_congr rfl fun k _ => (h k).2⟩
```

### (f) An occupied orbital

From here on, `g p q r s` is the complex integral $\langle pq|rs\rangle$. `IsTwoBody` requires $\langle rs|pq\rangle=\langle pq|rs\rangle^*$ and $\langle qp|sr\rangle=\langle pq|rs\rangle$.

```lean
/-- Two-electron integrals `g p q r s = ⟨pq|rs⟩` that are Hermitian and unchanged when the two
particles are exchanged. -/
structure IsTwoBody {P : Type*} (g : P → P → P → P → ℂ) : Prop where
  herm : ∀ p q r s, g r s p q = star (g p q r s)
  exch : ∀ p q r s, g q p s r = g p q r s
```

Antisymmetrization gives $\langle pq\|rs\rangle=\langle pq|rs\rangle-\langle pq|sr\rangle$.

```lean
/-- The antisymmetrized integral `⟨pq||rs⟩ = ⟨pq|rs⟩ - ⟨pq|sr⟩`. -/
def anti {P : Type*} (g : P → P → P → P → ℂ) (p q r s : P) : ℂ := g p q r s - g p q s r
```

The finite types `O` and `V` label occupied and virtual spin orbitals, tagged `.inl` and `.inr` in `O ⊕ V`. The diagonal self-energy is taken as a definition, not derived from diagrams:
$$\Sigma_p=\tfrac12\sum_{iab}|\langle pi\|ab\rangle|^2P_{e_a+e_b-e_i}+\tfrac12\sum_{ija}|\langle pa\|ij\rangle|^2P_{e_i+e_j-e_a}.$$

```lean
variable {O V : Type*} [Fintype O] [Fintype V]
  (g : O ⊕ V → O ⊕ V → O ⊕ V → O ⊕ V → ℂ) (e : O ⊕ V → ℝ)

/-- The diagonal second-order self-energy of orbital `p` at frequency `iw`: the two-particle-one-hole
poles plus the two-hole-one-particle poles. -/
def selfEnergy (p : O ⊕ V) (w : ℝ) : ℂ :=
  (∑ i : O, ∑ a : V, ∑ b : V, ((‖anti g p (.inl i) (.inr a) (.inr b)‖ ^ 2 / 2 : ℝ) : ℂ) *
    pole (e (.inr a) + e (.inr b) - e (.inl i)) w) +
  ∑ i : O, ∑ j : O, ∑ a : V, ((‖anti g p (.inr a) (.inl i) (.inl j)‖ ^ 2 / 2 : ℝ) : ℂ) *
    pole (e (.inl i) + e (.inl j) - e (.inr a)) w
```

The MP2 energy is
$$E_{\rm MP2}=\tfrac14\sum_{ijab}\frac{|\langle ij\|ab\rangle|^2}{e_i+e_j-e_a-e_b}.$$
The real energies `e` are free inputs; in standard MP2 they are Hartree–Fock orbital energies.

```lean
/-- The second-order Møller-Plesset correlation energy in spin orbitals. -/
def mp2Energy : ℝ :=
  1 / 4 * ∑ i : O, ∑ j : O, ∑ a : V, ∑ b : V,
    ‖anti g (.inl i) (.inl j) (.inr a) (.inr b)‖ ^ 2 /
      (e (.inl i) + e (.inl j) - e (.inr a) - e (.inr b))
```

Assume $e_i<0<e_a$ for all occupied $i$ and virtual $a$: energies are measured from a chemical potential inside the gap. For occupied $k$, show that
$$\int\frac{dw}{2\pi}\Sigma_kG^0_k=\tfrac12\sum_{iab}\frac{|\langle ki\|ab\rangle|^2}{e_k+e_i-e_a-e_b}.$$

The pole $e_i+e_j-e_a$ is negative, like $e_k$, so those terms vanish by (b). The pole $e_a+e_b-e_i$ is positive and gives the stated denominator. In Lean, `h2` and `h3` dispose of the vanishing terms, and `linarith` checks the signs.

```lean
/-- For an occupied orbital `k`, the integral of self-energy times propagator is a sum over the
two-particle-one-hole terms alone. -/
theorem occupied_contribution (ho : ∀ i, e (.inl i) < 0) (hv : ∀ a, 0 < e (.inr a)) (k : O) :
    HasFreqIntegral (fun w => selfEnergy g e (.inl k) w * pole (e (.inl k)) w)
      (∑ i : O, ∑ a : V, ∑ b : V, ‖anti g (.inl k) (.inl i) (.inr a) (.inr b)‖ ^ 2 / 2 /
        (e (.inl k) + e (.inl i) - e (.inr a) - e (.inr b))) := by
  have h2 : ∀ (i j : O) (a : V), HasFreqIntegral (fun w =>
      ((‖anti g (.inl k) (.inr a) (.inl i) (.inl j)‖ ^ 2 / 2 : ℝ) : ℂ) *
        (pole (e (.inl i) + e (.inl j) - e (.inr a)) w * pole (e (.inl k)) w)) 0 :=
    fun i j a => ((two_pole_integral _ _).1 (mul_pos_of_neg_of_neg
      (by linarith [ho i, ho j, hv a]) (ho k))).const_mul _ (mul_zero _)
  have h3 := HasFreqIntegral.sum fun i => HasFreqIntegral.sum fun j =>
    HasFreqIntegral.sum fun a => h2 i j a
  simp only [Finset.sum_const_zero] at h3
  simp only [selfEnergy, add_mul, Finset.sum_mul, mul_assoc]
  refine HasFreqIntegral.add (HasFreqIntegral.sum fun i => HasFreqIntegral.sum fun a =>
    HasFreqIntegral.sum fun b => ?_) h3 (add_zero _)
  have h := (two_pole_integral (e (.inl k)) (e (.inr a) + e (.inr b) - e (.inl i))).2 (ho k)
    (by linarith [ho i, hv a, hv b])
  simp only [mul_comm (pole (e (.inl k)) _)] at h
  exact h.const_mul _ (by ring)
```

### (g) A virtual orbital

For virtual $c$, under the same assumption, show that
$$\int\frac{dw}{2\pi}\Sigma_cG^0_c=\tfrac12\sum_{ija}\frac{|\langle ca\|ij\rangle|^2}{e_i+e_j-e_a-e_c}.$$

The roles are reversed: $e_a+e_b-e_i$ has the sign of $e_c$ and drops out, while $e_i+e_j-e_a$ is the negative pole in (b).

```lean
/-- For a virtual orbital `c`, the integral of self-energy times propagator is a sum over the
two-hole-one-particle terms alone. -/
theorem virtual_contribution (ho : ∀ i, e (.inl i) < 0) (hv : ∀ a, 0 < e (.inr a)) (c : V) :
    HasFreqIntegral (fun w => selfEnergy g e (.inr c) w * pole (e (.inr c)) w)
      (∑ i : O, ∑ j : O, ∑ a : V, ‖anti g (.inr c) (.inr a) (.inl i) (.inl j)‖ ^ 2 / 2 /
        (e (.inl i) + e (.inl j) - e (.inr a) - e (.inr c))) := by
  have h2 : ∀ (i : O) (a b : V), HasFreqIntegral (fun w =>
      ((‖anti g (.inr c) (.inl i) (.inr a) (.inr b)‖ ^ 2 / 2 : ℝ) : ℂ) *
        (pole (e (.inr a) + e (.inr b) - e (.inl i)) w * pole (e (.inr c)) w)) 0 :=
    fun i a b => ((two_pole_integral _ _).1 (mul_pos
      (by linarith [ho i, hv a, hv b]) (hv c))).const_mul _ (mul_zero _)
  have h3 := HasFreqIntegral.sum fun i => HasFreqIntegral.sum fun a =>
    HasFreqIntegral.sum fun b => h2 i a b
  simp only [Finset.sum_const_zero] at h3
  simp only [selfEnergy, add_mul, Finset.sum_mul, mul_assoc]
  refine HasFreqIntegral.add h3 (HasFreqIntegral.sum fun i => HasFreqIntegral.sum fun j =>
    HasFreqIntegral.sum fun a => ?_) (zero_add _)
  exact ((two_pole_integral _ _).2 (by linarith [ho i, ho j, hv a]) (hv c)).const_mul _ (by ring)
```

### (h) The sum over all orbitals

With the symmetries of `IsTwoBody` and the gap assumption, show that
$$\int\frac{dw}{2\pi}\sum_p\Sigma_pG^0_p=4E_{\rm MP2}.$$

Summing (f) over $k$ gives $2E_{\rm MP2}$. In (g), Hermiticity and exchange give $|\langle ca\|ij\rangle|=|\langle ij\|ca\rangle|$ (`hsym`), so after reordering the sums (`Finset.sum_comm`) the virtual orbitals also contribute $2E_{\rm MP2}$.

A quarter of this trace is the second-order Luttinger–Ward term evaluated at $G^0$; the functional itself and its variation with respect to $G$ are not treated.

```lean
/-- The frequency integral of the second-order self-energy times the free propagator, summed over
all orbitals, is four times the MP2 correlation energy. -/
theorem trace_selfEnergy_eq_four_mp2 (hg : IsTwoBody g)
    (ho : ∀ i, e (.inl i) < 0) (hv : ∀ a, 0 < e (.inr a)) :
    HasFreqIntegral (fun w => ∑ p, selfEnergy g e p w * pole (e p) w) (4 * mp2Energy g e) := by
  have hsym : ∀ p q r s, ‖anti g r s p q‖ = ‖anti g p q r s‖ := by
    intro p q r s
    have h : anti g r s p q = star (anti g p q r s) := by
      simp only [anti, star_sub]
      rw [hg.herm p q r s, hg.herm q p r s, hg.exch p q s r]
    rw [h, norm_star]
  simp only [Fintype.sum_sum_type]
  refine HasFreqIntegral.add (HasFreqIntegral.sum fun k => occupied_contribution g e ho hv k)
    (HasFreqIntegral.sum fun c => virtual_contribution g e ho hv c) ?_
  -- occupied and virtual orbitals contribute equally
  rw [show 4 * mp2Energy g e = 2 * mp2Energy g e + 2 * mp2Energy g e by ring]
  congr 1
  · simp only [mp2Energy, Finset.mul_sum]
    refine Finset.sum_congr rfl fun i _ => Finset.sum_congr rfl fun j _ =>
      Finset.sum_congr rfl fun a _ => Finset.sum_congr rfl fun b _ => ?_
    ring
  · simp only [mp2Energy, Finset.mul_sum]
    refine Finset.sum_comm.trans (Finset.sum_congr rfl fun i _ => Finset.sum_comm.trans
      (Finset.sum_congr rfl fun j _ => Finset.sum_congr rfl fun c _ =>
        Finset.sum_congr rfl fun a _ => ?_))
    rw [hsym (.inl i) (.inl j) (.inr c) (.inr a)]
    ring
```

### (i) A four-orbital example

Take two occupied orbitals at $-1$ and two virtual ones at $1$. Let $h_{pr}=1$ if $p$ and $r$ are partners across the gap, and $0$ otherwise.

```lean
/-- A one-body hopping between each occupied orbital and its virtual partner. -/
def hop (p r : Fin 2 ⊕ Fin 2) : ℂ := if p = r.swap then 1 else 0
```

For $\langle pq|rs\rangle=h_{pr}h_{qs}$, show that every assumption in (h) is met and
$$E_{\rm MP2}=-\tfrac14.$$

The matrix $h$ is real and symmetric, which gives Hermiticity; exchange only swaps the two factors. Numbering partners alike, $\langle ij\|ab\rangle=\delta_{ia}\delta_{jb}-\delta_{ib}\delta_{ja}$. Four terms have squared modulus $1$, each over $-4$, so $E_{\rm MP2}=\frac14\cdot4\cdot(-\frac14)$. Lean checks the symmetry of $h$ case by case and evaluates the finite sum with `norm_num`.

```lean
/-- The separable interaction built from two hoppings, with orbital energies `-1` and `1`, meets all
hypotheses of the main theorem and has MP2 energy `-1/4`. -/
theorem separable_interaction_witness :
    IsTwoBody (fun p q r s => hop p r * hop q s) ∧
    (∀ i : Fin 2, (Sum.elim (fun _ => -1) (fun _ => 1) : Fin 2 ⊕ Fin 2 → ℝ) (.inl i) < 0) ∧
    (∀ a : Fin 2, 0 < (Sum.elim (fun _ => -1) (fun _ => 1) : Fin 2 ⊕ Fin 2 → ℝ) (.inr a)) ∧
    mp2Energy (fun p q r s => hop p r * hop q s)
      (Sum.elim (fun _ => -1) (fun _ => 1) : Fin 2 ⊕ Fin 2 → ℝ) = -1 / 4 := by
  have hs : ∀ p r, hop r p = star (hop p r) := by
    intro p r
    rcases p with p | p <;> rcases r with r | r <;> fin_cases p <;> fin_cases r <;> simp [hop]
  refine ⟨⟨fun p q r s => ?_, fun p q r s => mul_comm _ _⟩, fun i => by simp, fun a => by simp, ?_⟩
  · show hop r p * hop s q = star (hop p r * hop q s)
    rw [hs p r, hs q s, star_mul']
  · norm_num [mp2Energy, anti, hop, Fin.sum_univ_two]

end

end SecondOrderLuttingerWard
```

```lean
#print axioms SecondOrderLuttingerWard.trace_selfEnergy_eq_four_mp2
```

```
'SecondOrderLuttingerWard.trace_selfEnergy_eq_four_mp2' depends on axioms: [propext, Classical.choice, Quot.sound]
```
